# The virial matrix of finitely many particles is independent of the origin exactly when the total force vanishes

For a finite collection of particles in three dimensions, the virial matrix is the sum over particles of the outer product of position and force, with no prefactor. The theorem `virial_shift_invariant_iff` says that this matrix is unchanged by every common shift of the positions, the forces being held fixed, if and only if the forces sum to zero. Positions and forces are arbitrary real vectors, and the forces need not come from a potential. For the forward direction the attempt takes the single shift (1, 1, 1) and compares the first rows of the two matrices, which should give each component of the total force; the converse follows from the shift formula `virial_shift`.

As first written in Lean, the proof fails:

```lean
import Mathlib

open Matrix

namespace VirialBalance

noncomputable section

/-- Vectors in three-dimensional space, given by Cartesian components. -/
abbrev Vec3 := Fin 3 → ℝ

variable {ι : Type*} [Fintype ι]

/-- The virial matrix: the sum over all particles of the outer product of position and force. -/
def virial (x f : ι → Vec3) : Matrix (Fin 3) (Fin 3) ℝ :=
  ∑ i, Matrix.vecMulVec (x i) (f i)

/-- The total force on the particles. -/
def totalForce (f : ι → Vec3) : Vec3 := ∑ i, f i

/-- Each entry of the virial matrix sums a position component times a force component. -/
theorem virial_apply (x f : ι → Vec3) (p q : Fin 3) :
    virial x f p q = ∑ i, x i p * f i q := by
  simp [virial, Matrix.sum_apply, Matrix.vecMulVec_apply]

/-- A common shift of the positions adds to the virial matrix the outer product of the shift
and the total force. -/
theorem virial_shift (x f : ι → Vec3) (a : Vec3) :
    virial (fun i => x i + a) f = virial x f + Matrix.vecMulVec a (totalForce f) := by
  ext p q
  simp only [virial_apply, Matrix.add_apply, Matrix.vecMulVec_apply, totalForce,
    Finset.sum_apply, Pi.add_apply, add_mul, Finset.sum_add_distrib, Finset.mul_sum]

/-- The virial matrix is unchanged by every common shift of the positions if and only if
the total force vanishes. -/
theorem virial_shift_invariant_iff (x f : ι → Vec3) :
    (∀ a : Vec3, virial (fun i => x i + a) f = virial x f) ↔ totalForce f = 0 := by
  constructor
  · intro h
    ext q
    -- one shift with all components equal to 1 already reads off the total force
    have h1 := virial_shift x f (fun _ => 1)
    rw [h (fun _ => 1)] at h1
    have h2 : virial x f 0 q
        = (virial x f + Matrix.vecMulVec (fun _ => 1) (totalForce f)) 0 q := by
      rw [← h1]
    rw [Matrix.add_apply, Matrix.vecMulVec_apply] at h2
    change totalForce f q = 0
    linarith
  · intro h a
    rw [virial_shift, h]
    ext p q
    simp [Matrix.vecMulVec_apply]

end

end VirialBalance
```

The error:

```
Main.lean:45:10: error: Function expected at
  virial x f + vecMulVec (fun x => 1) (totalForce f)
but this term has type
  ?m.67

Note: Expected a function because this term is being applied to the argument
  0
Main.lean:53:10: warning: This simp argument is unused:
  Matrix.vecMulVec_apply

Hint: Omit it from the simp argument list.
  [apply] simp

Note: This linter can be disabled with `set_option linter.unusedSimpArgs false`
```

The mended proof, as a diff:

```diff
@@ -42,8 +42,6 @@
     have h1 := virial_shift x f (fun _ => 1)
     rw [h (fun _ => 1)] at h1
-    have h2 : virial x f 0 q
-        = (virial x f + Matrix.vecMulVec (fun _ => 1) (totalForce f)) 0 q := by
-      rw [← h1]
-    rw [Matrix.add_apply, Matrix.vecMulVec_apply] at h2
+    have h2 := congrArg (fun M : Matrix (Fin 3) (Fin 3) ℝ => M 0 q) h1
+    simp only [Matrix.add_apply, Matrix.vecMulVec_apply] at h2
     change totalForce f q = 0
     linarith
@@ -51,5 +49,5 @@
     rw [virial_shift, h]
     ext p q
-    simp [Matrix.vecMulVec_apply]
+    simp
 
 end
```

Cause. The error lies in how `h2` is stated. There the sum of two matrices is written out afresh and applied to the indices `0 q`, but `Matrix.vecMulVec` accepts vectors over any index type, and nothing in its own arguments says that `fun _ => 1` is indexed by `Fin 3`. When Lean came to apply the sum to `0`, the type of the sum was still the unknown `?m.67`, so Lean could not treat it as a function.

The repair does not write the sum again. It starts from `h1`, where `virial_shift` has already fixed the shift as a `Vec3`, and uses `congrArg` to take the entry `M 0 q` of both sides, with `M` declared to be a 3 × 3 real matrix. `simp only` then expands the entries with the same two lemmas that the old `rw` named, and `linarith` can finish as planned.

The warning is a separate matter: in the converse, `simp` does not use `Matrix.vecMulVec_apply`, and removing it is mere tidying.
